# Single excitations between disjoint finite orbital sets commute, and their cluster operator is nilpotent

When \(e^{T_1}\) is expanded on a reference determinant in coupled-cluster theory, three things are done to the products of single excitations. Their factors are reordered freely, every product with a repeated occupied or virtual index is deleted, and the series is stopped at a finite order. All three steps follow from the anticommutation relations, for a singles operator over finite, disjoint sets of occupied and virtual spin orbitals.

## Signs, repeated indices and a vanishing power

Let \(c_p^\dagger\) and \(c_p\) create and annihilate an electron in spin orbital \(p\), with

\[
c_p^\dagger c_q^\dagger + c_q^\dagger c_p^\dagger = 0,\qquad
c_p c_q + c_q c_p = 0,\qquad
c_p c_q^\dagger + c_q^\dagger c_p = \delta_{pq}.
\]

Let \(O\) and \(V\) be disjoint finite sets of occupied and virtual orbitals. For \(i,j\in O\) and \(a,b\in V\), write \(E_{ai}=c_a^\dagger c_i\). The claims are that \(E_{ai}\) and \(E_{bj}\) commute, that \(E_{ai}E_{bj}=0\) exactly when \(i=j\) or \(a=b\), and that, for any complex amplitudes \(t_{ai}\),

\[
T_1=\sum_{i\in O}\sum_{a\in V}t_{ai}E_{ai}
\quad\text{satisfies}\quad
T_1^{\min(|O|,|V|)+1}=0 .
\]

**Commutation.** Since \(i\neq b\), moving \(c_i\) past \(c_b^\dagger\) costs only a sign:

\[
E_{ai}E_{bj}=c_a^\dagger c_i c_b^\dagger c_j=-c_a^\dagger c_b^\dagger c_i c_j .
\]

Likewise \(j\neq a\) gives \(E_{bj}E_{ai}=-c_b^\dagger c_a^\dagger c_j c_i\). Exchanging the two creators gives one sign and exchanging the two annihilators gives another. The signs cancel, so the products are equal.

**Repeated indices.** Setting \(p=q\) in the first two relations gives \(2(c_p^\dagger)^2=0\) and \(2c_p^2=0\), hence both squares vanish. If \(i=j\) or \(a=b\), one of these squares appears in \(-c_a^\dagger c_b^\dagger c_i c_j\), and the product is zero.

**Distinct indices.** Suppose \(i\neq j\) and \(a\neq b\), but \(c_a^\dagger c_b^\dagger c_i c_j=0\). The factors can be removed from the left one at a time. If \(uv+vu=1\), \(vy=0\) and \(uy=yw\) for some \(w\), then

\[
y=(uv+vu)y=u(vy)+v(uy)=0+(vy)w=0 .
\]

Apply this three times:

- With \(v=c_a^\dagger\), \(u=c_a\) and \(y=c_b^\dagger c_i c_j\), three sign changes give \(c_a y=-y c_a\), so \(c_b^\dagger c_i c_j=0\).
- With \(v=c_b^\dagger\), \(u=c_b\) and \(y=c_i c_j\), two sign changes give \(c_b y=y c_b\), so \(c_i c_j=0\).
- With \(v=c_i\), \(u=c_i^\dagger\) and \(y=c_j\), one sign change gives \(c_i^\dagger y=-y c_i^\dagger\), so \(c_j=0\).

Then \(1=c_jc_j^\dagger+c_j^\dagger c_j=0\), which is impossible in a nonzero algebra.

**Powers of \(T_1\).** Group the sum by occupied orbital, \(T_1=\sum_{i\in O}X_i\) with \(X_i=\sum_{a\in V}t_{ai}E_{ai}\). The \(X_i\) commute, and \(X_i^2=0\) because every term of the square repeats \(i\).

It remains to show that a sum of \(n\) commuting elements with zero squares has vanishing \((n+1)\)-th power. For \(n=0\) the sum is zero. For the induction step, let \(S\) be a sum of \(n\) such elements with \(S^{n+1}=0\), and let \(x\) be one more. Since \(x^2=0\) and \(xS=Sx\),

\[
(x+S)(S+mx)=S^2+(m+1)xS=(S+(m+1)x)S ,
\]

and repeated use gives \((x+S)^{k+1}=(S+(k+1)x)S^k\). At \(k=n+1\) the right side is zero. This proves \(T_1^{|O|+1}=0\). Grouping by virtual orbital instead gives \(T_1^{|V|+1}=0\), and the smaller exponent is the one claimed.

## Two occupied and two virtual orbitals

Take \(O=\{1,2\}\), \(V=\{3,4\}\) and amplitudes \(t_{31}=0.1\), \(t_{42}=0.3\), \(t_{41}=0.2\), \(t_{32}=0.05\). In \(T_1^2\) only the pairs with no shared index survive:

\[
T_1^2=2t_{31}t_{42}E_{31}E_{42}+2t_{41}t_{32}E_{41}E_{32}.
\]

Exchanging the two creators gives \(E_{41}E_{32}=-E_{31}E_{42}\), so

\[
T_1^2=2(0.03-0.01)E_{31}E_{42}=0.04\,E_{31}E_{42}.
\]

A third excitation must repeat an index, so \(T_1^3=0\) and \(e^{T_1}=1+T_1+0.02\,E_{31}E_{42}\).

## Overlapping orbital sets

Disjointness matters for both halves of the result. Let \(n_p=c_p^\dagger c_p\). If orbitals 0 and 1 may each be emptied and filled, then

\[
E_{10}E_{01}-E_{01}E_{10}=n_1(1-n_0)-n_0(1-n_1)=n_1-n_0,
\]

which is not zero on a state with exactly one of the two orbitals occupied. With \(O=V=\{0\}\), the operator \(E_{00}=n_0\) repeats both indices, yet \(n_0^2=n_0\neq0\).

## Orbitals and operators in a ring

The orbital labels form a type `ι`, which may be infinite, and the operators are elements of a ring `R`. The general theorems use no Fock space; a small matrix model appears only at the end.

In Lean 4 with Mathlib:

```lean
import Mathlib

open Matrix

namespace ExcitationOperatorAlgebra

noncomputable section

variable {ι R : Type*} [DecidableEq ι] [Ring R]
```

The predicate `IsCAR cr an` states the three relations for creators `cr p` and annihilators `an p`. In the third relation, the value 1 at equal indices and 0 at different ones expresses orthonormal spin orbitals. The creator is not assumed to be the adjoint of the annihilator, since the argument uses only the algebra.

```lean
/-- The canonical anticommutation relations for creators `cr p` and annihilators `an p`. -/
structure IsCAR (cr an : ι → R) : Prop where
  cre_cre : ∀ p q, cr p * cr q + cr q * cr p = 0
  ann_ann : ∀ p q, an p * an q + an q * an p = 0
  ann_cre : ∀ p q, an p * cr q + cr q * an p = if p = q then 1 else 0
```

The expression `excitation cr an a i` is \(E_{ai}\), with the orbital that receives the electron written first. These are spin-orbital excitations; a spin-summed excitation need not square to zero.

```lean
/-- The single excitation that moves an electron from orbital `i` to orbital `a`. -/
def excitation (cr an : ι → R) (a i : ι) : R := cr a * an i
```

In `singlesCluster`, the finite sets `O` and `V` need not exhaust `ι`, and `t a i` is an arbitrary complex amplitude. The structure `Algebra ℂ R` allows operators to be multiplied by complex numbers.

```lean
/-- The singles cluster operator with amplitudes `t a i`, occupied set `O` and virtual set `V`. -/
def singlesCluster [Algebra ℂ R] (cr an : ι → R) (O V : Finset ι) (t : ι → ι → ℂ) : R :=
  ∑ i ∈ O, ∑ a ∈ V, t a i • excitation cr an a i
```

## Reordering two excitations

The first theorem is the sign rule for moving \(c_i\) past \(c_b^\dagger\), and it needs only \(i\neq b\). The relation `h1` is multiplied by \(c_a^\dagger\) on the left and \(c_j\) on the right, and `noncomm_ring` checks the remaining identity without reordering factors.

```lean
/-- If `i` and `b` differ, a product of two excitations equals, up to a sign, two creators
followed on the right by two annihilators. -/
theorem excitation_mul {cr an : ι → R} (h : IsCAR cr an) {a b i j : ι} (hib : i ≠ b) :
    excitation cr an a i * excitation cr an b j = -((cr a * cr b) * (an i * an j)) := by
  have h1 : an i * cr b + cr b * an i = 0 := by rw [h.ann_cre, if_neg hib]
  unfold excitation
  linear_combination (norm := noncomm_ring) cr a * h1 * an j
```

Commutation then holds in any ring. Disjointness supplies \(i\neq b\) and \(j\neq a\), while `hc` and `hn` are the two exchanges whose signs cancel.

```lean
/-- Excitations from a finite set of occupied orbitals to a disjoint finite set of virtual orbitals
commute. -/
theorem excitation_commute {cr an : ι → R} (h : IsCAR cr an) {O V : Finset ι}
    (hOV : Disjoint O V) {a b i j : ι} (hi : i ∈ O) (hj : j ∈ O) (ha : a ∈ V) (hb : b ∈ V) :
    Commute (excitation cr an a i) (excitation cr an b j) := by
  have hib : i ≠ b := fun e => Finset.disjoint_left.mp hOV hi (e ▸ hb)
  have hja : j ≠ a := fun e => Finset.disjoint_left.mp hOV hj (e ▸ ha)
  have hc : cr a * cr b = -(cr b * cr a) := eq_neg_of_add_eq_zero_left (h.cre_cre a b)
  have hn : an i * an j = -(an j * an i) := eq_neg_of_add_eq_zero_left (h.ann_ann i j)
  unfold Commute SemiconjBy
  -- the two exchange signs cancel
  rw [excitation_mul h hib, excitation_mul h hja, hc, hn, neg_mul_neg]
```

## When a product vanishes

The lemma `peel` is the removal step from the derivation, with the same letters \(u,v,y,w\).

```lean
/-- If `v` has a conjugate operator `u` that can be moved through `y`, then `v * y = 0` forces
`y = 0`. -/
theorem peel {u v y w : R} (huv : u * v + v * u = 1) (hy : v * y = 0) (h : u * y = y * w) :
    y = 0 := by
  calc y = (u * v + v * u) * y := by rw [huv, one_mul]
    _ = u * (v * y) + v * (u * y) := by noncomm_ring
    _ = 0 := by rw [h, ← mul_assoc v y w, hy, mul_zero, zero_mul, add_zero]
```

The equivalence assumes only \(i\neq b\), which is weaker than membership in disjoint sets; for occupied \(i\) and virtual \(b\) it is automatic. The auxiliary statement `half` uses the complex scalars to pass from \(x+x=0\) to \(x=0\). In characteristic two the relation \(c_p^2+c_p^2=0\) would carry no information.

In the forward direction, `s1`, `s2` and `s3` are the three removals, and each `linear_combination` verifies that the conjugate operator moves through the remaining factors. The final contradiction, \(0=1\), uses `Nontrivial R`. The reverse direction inserts a vanishing square.

```lean
/-- If the orbital `i` emptied by the left excitation differs from the orbital `b` filled by the
right one, their product vanishes exactly when both empty or both fill the same orbital. -/
theorem excitation_mul_eq_zero_iff [Algebra ℂ R] [Nontrivial R] {cr an : ι → R}
    (h : IsCAR cr an) {a b i j : ι} (hib : i ≠ b) :
    excitation cr an a i * excitation cr an b j = 0 ↔ i = j ∨ a = b := by
  have half : ∀ x : R, x + x = 0 → x = 0 := fun x hx => by
    have e : x = (1 / 2 : ℂ) • (x + x) := by module
    rw [e, hx, smul_zero]
  rw [excitation_mul h hib, neg_eq_zero]
  constructor
  · intro h0
    by_contra hne
    obtain ⟨hij, hab⟩ := not_or.mp hne
    have same : ∀ p, an p * cr p + cr p * an p = 1 := fun p => by rw [h.ann_cre, if_pos rfl]
    have h1 : an a * cr b + cr b * an a = 0 := by rw [h.ann_cre, if_neg hab]
    have h2 : an j * cr i + cr i * an j = 0 := by rw [h.ann_cre, if_neg (Ne.symm hij)]
    -- remove the creators, then one annihilator
    have s1 : cr b * (an i * an j) = 0 := by
      refine peel (w := -an a) (same a) (by rw [← mul_assoc]; exact h0) ?_
      linear_combination (norm := noncomm_ring) h1 * (an i * an j)
        - cr b * h.ann_ann a i * an j + cr b * an i * h.ann_ann a j
    have s2 : an i * an j = 0 := by
      refine peel (w := an b) (same b) s1 ?_
      linear_combination (norm := noncomm_ring) h.ann_ann b i * an j - an i * h.ann_ann b j
    have s3 : an j = 0 := by
      refine peel (u := cr i) (w := -cr i) (by rw [add_comm]; exact same i) s2 ?_
      linear_combination (norm := noncomm_ring) h2
    have s4 := same j
    rw [s3, zero_mul, mul_zero, add_zero] at s4
    exact zero_ne_one s4
  · rintro (rfl | rfl)
    · rw [half _ (h.ann_ann i i), mul_zero]
    · rw [half _ (h.cre_cre a a), zero_mul]
```

## Nilpotency of the singles operator

The next lemma concerns any finite family of commuting elements with zero squares. Induction on the set adds one element \(x_k\) to a sum \(S\). The inner statement `key` is the formula \((x_k+S)^{n+1}=(S+mx_k)S^n\), in which only the existence of a natural number \(m\) is recorded.

```lean
/-- A sum of `n` commuting elements that each square to zero has vanishing `(n+1)`-th power. -/
theorem sum_pow_eq_zero (s : Finset ι) (x : ι → R)
    (hc : ∀ i ∈ s, ∀ j ∈ s, Commute (x i) (x j)) (h0 : ∀ i ∈ s, x i * x i = 0) :
    (∑ i ∈ s, x i) ^ (s.card + 1) = 0 := by
  induction s using Finset.induction_on with
  | empty => simp
  | insert k s hk ih =>
    have ih' := ih
      (fun i hi j hj => hc i (Finset.mem_insert_of_mem hi) j (Finset.mem_insert_of_mem hj))
      (fun i hi => h0 i (Finset.mem_insert_of_mem hi))
    have hx := h0 k (Finset.mem_insert_self k s)
    have hcomm : Commute (x k) (∑ i ∈ s, x i) := Commute.sum_right _ _ _ fun i hi =>
      hc k (Finset.mem_insert_self k s) i (Finset.mem_insert_of_mem hi)
    rw [Finset.sum_insert hk, Finset.card_insert_of_notMem hk]
    generalize (∑ i ∈ s, x i) = S at ih' hcomm ⊢
    -- the new element enters each power at most once
    have key : ∀ n : ℕ, ∃ m : ℕ, (x k + S) ^ (n + 1) = (S + m • x k) * S ^ n := by
      intro n
      induction n with
      | zero => exact ⟨1, by simp [add_comm]⟩
      | succ n ihn =>
        obtain ⟨m, hm⟩ := ihn
        have e : (x k + S) * (S + m • x k) = (S + (m + 1) • x k) * S := by
          simp only [add_mul, mul_add, smul_mul_assoc, mul_smul_comm, hx, hcomm.eq,
            add_smul, one_smul]
          abel_nf
        exact ⟨m + 1, by rw [pow_succ', hm, ← mul_assoc, e, mul_assoc, ← pow_succ']⟩
    obtain ⟨m, hm⟩ := key (s.card + 1)
    rw [hm, ih', mul_zero]
```

The theorem for \(T_1\) splits according to which orbital set is smaller. Each branch groups the double sum by that set, obtains commutation of the groups from `excitation_commute`, and expands the square of a group into terms that vanish by `excitation_mul_eq_zero_iff`. If either set is empty, the statement reads \(T_1=0\). The theorem gives an exponent that suffices for all amplitudes; particular amplitudes may make a lower power vanish. Double and higher cluster operators are not treated.

```lean
/-- For disjoint occupied and virtual sets and operators with the canonical anticommutation
relations, the singles cluster operator vanishes when raised to a power one above the smaller of the
numbers of occupied and virtual orbitals. -/
theorem singlesCluster_pow_eq_zero [Algebra ℂ R] [Nontrivial R] {cr an : ι → R}
    (h : IsCAR cr an) {O V : Finset ι} (hOV : Disjoint O V) (t : ι → ι → ℂ) :
    singlesCluster cr an O V t ^ (min O.card V.card + 1) = 0 := by
  have hne : ∀ i ∈ O, ∀ b ∈ V, i ≠ b := fun i hi b hb e =>
    Finset.disjoint_left.mp hOV hi (e ▸ hb)
  unfold singlesCluster
  rcases le_total O.card V.card with hle | hle
  · -- group the excitations by occupied orbital
    rw [min_eq_left hle]
    refine sum_pow_eq_zero O _ (fun i hi j hj => ?_) (fun i hi => ?_)
    · exact Commute.sum_left _ _ _ fun a ha => Commute.sum_right _ _ _ fun b hb =>
        ((excitation_commute h hOV hi hj ha hb).smul_left _).smul_right _
    · rw [Finset.sum_mul_sum]
      refine Finset.sum_eq_zero fun a _ => Finset.sum_eq_zero fun b hb => ?_
      rw [smul_mul_assoc, mul_smul_comm,
        (excitation_mul_eq_zero_iff h (hne i hi b hb)).mpr (Or.inl rfl), smul_zero, smul_zero]
  · -- group the excitations by virtual orbital
    rw [min_eq_right hle, Finset.sum_comm]
    refine sum_pow_eq_zero V _ (fun a ha b hb => ?_) (fun a ha => ?_)
    · exact Commute.sum_left _ _ _ fun i hi => Commute.sum_right _ _ _ fun j hj =>
        ((excitation_commute h hOV hi hj ha hb).smul_left _).smul_right _
    · rw [Finset.sum_mul_sum]
      refine Finset.sum_eq_zero fun i hi => Finset.sum_eq_zero fun j _ => ?_
      rw [smul_mul_assoc, mul_smul_comm,
        (excitation_mul_eq_zero_iff h (hne i hi a ha)).mpr (Or.inr rfl), smul_zero, smul_zero]
```

## A two-mode matrix realisation

Explicit matrices show that the relations have a model in a nonzero complex algebra. They are checked first over the integers, where equality can be decided by computation, and then carried to the complex numbers by a ring homomorphism.

```lean
/-- A ring homomorphism carries operators with the canonical anticommutation relations to
operators with the same relations. -/
theorem IsCAR.map {S : Type*} [Ring S] {cr an : ι → R} (f : R →+* S) (h : IsCAR cr an) :
    IsCAR (fun p => f (cr p)) (fun p => f (an p)) where
  cre_cre p q := by simp only [← map_mul, ← map_add, h.cre_cre, map_zero]
  ann_ann p q := by simp only [← map_mul, ← map_add, h.ann_ann, map_zero]
  ann_cre p q := by
    simp only [← map_mul, ← map_add, h.ann_cre]
    split_ifs <;> simp
```

The four basis vectors are, in order, the empty state, mode 0 occupied, mode 1 occupied, and both occupied. The entry \(-1\) is the Jordan–Wigner sign that makes operators of different modes anticommute.

```lean
/-- Jordan–Wigner annihilators of two fermionic modes as integer four-by-four matrices. -/
def jwAnnInt : Fin 2 → Matrix (Fin 4) (Fin 4) ℤ :=
  ![!![0, 1, 0, 0; 0, 0, 0, 0; 0, 0, 0, 1; 0, 0, 0, 0],
    !![0, 0, 1, 0; 0, 0, 0, -1; 0, 0, 0, 0; 0, 0, 0, 0]]
```

The creators are the transposes of the annihilators.

```lean
/-- Jordan–Wigner creators of two fermionic modes as integer four-by-four matrices. -/
def jwCreInt : Fin 2 → Matrix (Fin 4) (Fin 4) ℤ :=
  ![!![0, 0, 0, 0; 1, 0, 0, 0; 0, 0, 0, 0; 0, 0, 1, 0],
    !![0, 0, 0, 0; 0, 0, 0, 0; 1, 0, 0, 0; 0, -1, 0, 0]]
```

The complex versions are obtained entry by entry.

```lean
/-- The Jordan–Wigner annihilators as complex matrices. -/
def jwAnn (p : Fin 2) : Matrix (Fin 4) (Fin 4) ℂ :=
  (Int.castRingHom ℂ).mapMatrix (jwAnnInt p)

/-- The Jordan–Wigner creators as complex matrices. -/
def jwCre (p : Fin 2) : Matrix (Fin 4) (Fin 4) ℂ :=
  (Int.castRingHom ℂ).mapMatrix (jwCreInt p)
```

The last theorem confirms the relations and shows that \(E_{10}\neq0\). Its entry in row 2, column 1 (counted from zero) equals 1: the excitation takes the state with mode 0 occupied to the state with mode 1 occupied. For \(O=\{0\}\) and \(V=\{1\}\), a nonzero amplitude therefore gives a nonzero \(T_1\) whose square is zero.

```lean
/-- The two-mode Jordan–Wigner matrices satisfy the canonical anticommutation relations, and
their excitation from mode 0 to mode 1 is not zero. -/
theorem isCAR_witness : IsCAR jwCre jwAnn ∧ excitation jwCre jwAnn 1 0 ≠ 0 := by
  -- the relations are a finite computation with integers
  have hZ : IsCAR jwCreInt jwAnnInt :=
    ⟨by decide +kernel, by decide +kernel, by decide +kernel⟩
  refine ⟨IsCAR.map (Int.castRingHom ℂ).mapMatrix hZ, fun h => ?_⟩
  have h' : (Int.castRingHom ℂ).mapMatrix (jwCreInt 1 * jwAnnInt 0) = 0 :=
    (map_mul _ _ _).trans h
  have h21 : (((jwCreInt 1 * jwAnnInt 0) 2 1 : ℤ) : ℂ) = 0 := congrFun (congrFun h' 2) 1
  have e : (jwCreInt 1 * jwAnnInt 0) 2 1 = 1 := by decide +kernel
  rw [e] at h21
  norm_num at h21

end

end ExcitationOperatorAlgebra
```

```lean
#print axioms ExcitationOperatorAlgebra.singlesCluster_pow_eq_zero
-- 'ExcitationOperatorAlgebra.singlesCluster_pow_eq_zero' depends on axioms: [propext, Classical.choice, Quot.sound]
```
